# Projectors with pairwise products bounded by c have independent ranges if (m − 1)c < 1

Two normalised states $u$ and $v$ with $|\langle u,v\rangle|\le c<1$ satisfy $\|au+bv\|^2\ge(1-c)(|a|^2+|b|^2)$ for all complex $a,b$, so no combination of them vanishes except the one with $a=b=0$. For $m$ subspaces, the ranges of orthogonal projectors $P_1,\dots,P_m$, suppose that $\|P_iP_jz\|\le c\|z\|$ for all $i\ne j$ and all vectors $z$. Then vectors $x_i$, one from each range, satisfy $\|\sum_i x_i\|^2\ge(1-(m-1)c)\sum_i\|x_i\|^2$, which gives independence when $(m-1)c<1$.

```lean
import Mathlib

open Module

namespace AlmostOrthogonalProjectors

noncomputable section

variable {E : Type*} [NormedAddCommGroup E] [InnerProductSpace ℂ E]
variable {ι : Type*} [Fintype ι]

/-- An orthogonal projector: a Hermitian (symmetric) and idempotent linear operator. -/
def IsProjector (P : E →ₗ[ℂ] E) : Prop :=
  P.IsSymmetric ∧ ∀ x, P (P x) = P x

/-- The operator `|u⟩⟨u|`, which sends `x` to `⟨u, x⟩ u`. -/
def ketBra (u : E) : E →ₗ[ℂ] E where
  toFun x := inner ℂ u x • u
  map_add' x y := by rw [inner_add_right, add_smul]
  map_smul' a x := by rw [inner_smul_right, mul_smul, RingHom.id_apply]

/-- A projector leaves every vector of its range unchanged. -/
theorem IsProjector.apply_of_mem {P : E →ₗ[ℂ] E} (hP : IsProjector P) {x : E}
    (hx : x ∈ LinearMap.range P) : P x = x := by
  obtain ⟨y, rfl⟩ := hx
  exact hP.2 y

/-- If the product of two projectors satisfies `‖P Q z‖ ≤ c ‖z‖` for all `z`, then vectors `x` in
the range of `P` and `y` in the range of `Q` have an overlap of modulus at most `c ‖x‖ ‖y‖`. -/
theorem overlap_le {P Q : E →ₗ[ℂ] E} (hP : IsProjector P) (hQ : IsProjector Q) {c : ℝ}
    (h : ∀ z, ‖P (Q z)‖ ≤ c * ‖z‖) {x y : E}
    (hx : x ∈ LinearMap.range P) (hy : y ∈ LinearMap.range Q) :
    ‖inner ℂ x y‖ ≤ c * ‖x‖ * ‖y‖ := by
  -- move `P` from the bra to the ket
  have e : inner ℂ x y = inner ℂ x (P (Q y)) := by
    rw [← hP.1 x (Q y), hP.apply_of_mem hx, hQ.apply_of_mem hy]
  calc ‖inner ℂ x y‖ = ‖inner ℂ x (P (Q y))‖ := by rw [e]
    _ ≤ ‖x‖ * ‖P (Q y)‖ := norm_inner_le_norm _ _
    _ ≤ ‖x‖ * (c * ‖y‖) := mul_le_mul_of_nonneg_left (h y) (norm_nonneg x)
    _ = c * ‖x‖ * ‖y‖ := by ring

/-- For `m` projectors with `‖P i (P j z)‖ ≤ c ‖z‖` whenever `i ≠ j`, a sum of vectors `x i` from
their ranges satisfies `(1 - (m - 1) c) ∑ ‖x i‖² ≤ ‖∑ x i‖²`. -/
theorem norm_sq_sum_ge {P : ι → E →ₗ[ℂ] E} (hP : ∀ i, IsProjector (P i)) {c : ℝ}
    (h : ∀ i j, i ≠ j → ∀ z, ‖P i (P j z)‖ ≤ c * ‖z‖)
    {x : ι → E} (hx : ∀ i, x i ∈ LinearMap.range (P i)) :
    (1 - ((Fintype.card ι : ℝ) - 1) * c) * ∑ i, ‖x i‖ ^ 2 ≤ ‖∑ i, x i‖ ^ 2 := by
  classical
  have self : ∀ z : E, (inner ℂ z z).re = ‖z‖ ^ 2 := fun z =>
    inner_self_eq_norm_sq (𝕜 := ℂ) z
  -- the real part of each entry of the Gram matrix is bounded from below
  have key : ∀ i j, (if i = j then (1 + c) * ‖x i‖ ^ 2 else 0)
      - c / 2 * (‖x i‖ ^ 2 + ‖x j‖ ^ 2) ≤ (inner ℂ (x i) (x j)).re := by
    intro i j
    by_cases hij : i = j
    · subst hij
      rw [if_pos rfl, self]
      linarith
    · rw [if_neg hij]
      have h1 := overlap_le (hP i) (hP j) (h i j hij) (hx i) (hx j)
      have h2 := neg_le_of_abs_le ((Complex.abs_re_le_norm (inner ℂ (x i) (x j))).trans h1)
      have h3 : c * ‖x i‖ * ‖x j‖ ≤ c / 2 * (‖x i‖ ^ 2 + ‖x j‖ ^ 2) := by
        rcases le_or_gt 0 c with hc | hc
        · nlinarith [mul_nonneg hc (sq_nonneg (‖x i‖ - ‖x j‖))]
        · -- a negative bound forces every vector to vanish
          have hz : ∀ z : E, ‖z‖ = 0 := fun z =>
            le_antisymm (not_lt.mp fun hp => absurd ((norm_nonneg _).trans (h i j hij z))
              (not_le_of_gt (mul_neg_of_neg_of_pos hc hp))) (norm_nonneg z)
          rw [hz (x i), hz (x j)]
          simp
      linarith
  have total : ∑ i, ∑ j, ((if i = j then (1 + c) * ‖x i‖ ^ 2 else 0)
      - c / 2 * (‖x i‖ ^ 2 + ‖x j‖ ^ 2))
      = (1 - ((Fintype.card ι : ℝ) - 1) * c) * ∑ i, ‖x i‖ ^ 2 := by
    simp only [Finset.sum_sub_distrib, Finset.sum_ite_eq, Finset.mem_univ, if_true,
      ← Finset.mul_sum, Finset.sum_add_distrib, Finset.sum_const, Finset.card_univ,
      nsmul_eq_mul]
    ring
  have expand : ‖∑ i, x i‖ ^ 2 = ∑ i, ∑ j, (inner ℂ (x i) (x j)).re := by
    rw [← self, sum_inner]
    simp only [inner_sum, Complex.re_sum]
  rw [← total, expand]
  exact Finset.sum_le_sum fun i _ => Finset.sum_le_sum fun j _ => key i j

/-- The trace of a projector on a finite-dimensional space is the dimension of its range. -/
theorem trace_eq_rank [FiniteDimensional ℂ E] {P : E →ₗ[ℂ] E} (hP : IsProjector P) :
    LinearMap.trace ℂ E P = (finrank ℂ (LinearMap.range P) : ℂ) := by
  have h : LinearMap.IsProj (LinearMap.range P) P :=
    ⟨fun x => ⟨x, rfl⟩, fun x hx => hP.apply_of_mem hx⟩
  exact h.trace

/-- Let `m` projectors satisfy `‖P i (P j z)‖ ≤ c ‖z‖` for `i ≠ j`, with `(m - 1) c < 1`.
Then vectors from their ranges that sum to zero all vanish. -/
theorem ranges_independent {P : ι → E →ₗ[ℂ] E} (hP : ∀ i, IsProjector (P i)) {c : ℝ}
    (h : ∀ i j, i ≠ j → ∀ z, ‖P i (P j z)‖ ≤ c * ‖z‖)
    (hc : ((Fintype.card ι : ℝ) - 1) * c < 1)
    (x : ι → E) (hx : ∀ i, x i ∈ LinearMap.range (P i)) (h0 : ∑ i, x i = 0) (i : ι) :
    x i = 0 := by
  have hb := norm_sq_sum_ge hP h hx
  rw [h0, norm_zero] at hb
  have hi : ‖x i‖ ^ 2 ≤ ∑ j, ‖x j‖ ^ 2 :=
    Finset.single_le_sum (f := fun j => ‖x j‖ ^ 2) (fun j _ => sq_nonneg _) (Finset.mem_univ i)
  have hs : ∑ j, ‖x j‖ ^ 2 ≤ 0 := by
    by_contra hn
    have := mul_pos (sub_pos.mpr hc) (not_le.mp hn)
    linarith
  have hq : ‖x i‖ ^ 2 = 0 := le_antisymm (hi.trans hs) (sq_nonneg _)
  exact norm_eq_zero.mp (pow_eq_zero_iff two_ne_zero |>.mp hq)

/-- Let `m` projectors on a finite-dimensional space satisfy `‖P i (P j z)‖ ≤ c ‖z‖` for `i ≠ j`,
with `(m - 1) c < 1`. Then their ranges are linearly independent and their traces sum to at most
the dimension of the space. -/
theorem independent_and_trace_sum_le [FiniteDimensional ℂ E] {P : ι → E →ₗ[ℂ] E}
    (hP : ∀ i, IsProjector (P i)) {c : ℝ}
    (h : ∀ i j, i ≠ j → ∀ z, ‖P i (P j z)‖ ≤ c * ‖z‖)
    (hc : ((Fintype.card ι : ℝ) - 1) * c < 1) :
    (∀ x : ι → E, (∀ i, x i ∈ LinearMap.range (P i)) → ∑ i, x i = 0 → ∀ i, x i = 0) ∧
      (∑ i, LinearMap.trace ℂ E (P i)).re ≤ finrank ℂ E := by
  refine ⟨ranges_independent hP h hc, ?_⟩
  -- adding up one vector from each range is an injective linear map
  let f : (∀ i, LinearMap.range (P i)) →ₗ[ℂ] E :=
    ∑ i, (LinearMap.range (P i)).subtype ∘ₗ LinearMap.proj i
  have hf : ∀ y, f y = ∑ i, (y i : E) := fun y => by simp [f, LinearMap.sum_apply]
  have inj : Function.Injective f := by
    rw [← LinearMap.ker_eq_bot, LinearMap.ker_eq_bot']
    intro y hy
    rw [hf] at hy
    funext i
    exact Subtype.ext (ranges_independent hP h hc (fun i => (y i : E)) (fun i => (y i).2) hy i)
  have hd := LinearMap.finrank_le_finrank_of_injective inj
  rw [Module.finrank_pi_fintype] at hd
  rw [Finset.sum_congr rfl fun i _ => trace_eq_rank (hP i), ← Nat.cast_sum, Complex.natCast_re]
  exact_mod_cast hd

/-- For a normalised state `u`, the operator `|u⟩⟨u|` is a projector. -/
theorem ketBra_isProjector {u : E} (hu : ‖u‖ = 1) : IsProjector (ketBra u) := by
  constructor
  · intro x y
    change inner ℂ (inner ℂ u x • u) y = inner ℂ x (inner ℂ u y • u)
    rw [inner_smul_left, inner_smul_right, inner_conj_symm, mul_comm]
  · intro x
    change inner ℂ u (inner ℂ u x • u) • u = inner ℂ u x • u
    rw [inner_smul_right, inner_self_eq_norm_sq_to_K, hu]
    simp

/-- If `m` normalised states have pairwise overlaps of modulus at most `c`, and `(m - 1) c < 1`,
then they are linearly independent. -/
theorem states_linearIndependent {u : ι → E} (hu : ∀ i, ‖u i‖ = 1) {c : ℝ}
    (h : ∀ i j, i ≠ j → ‖inner ℂ (u i) (u j)‖ ≤ c)
    (hc : ((Fintype.card ι : ℝ) - 1) * c < 1) : LinearIndependent ℂ u := by
  rw [Fintype.linearIndependent_iff]
  intro g hg i
  have hb : ∀ i j, i ≠ j → ∀ z, ‖ketBra (u i) (ketBra (u j) z)‖ ≤ c * ‖z‖ := by
    intro i j hij z
    change ‖inner ℂ (u i) (inner ℂ (u j) z • u j) • u i‖ ≤ c * ‖z‖
    rw [norm_smul, inner_smul_right, norm_mul, hu i, mul_one, mul_comm]
    have hz : ‖inner ℂ (u j) z‖ ≤ ‖z‖ := by
      simpa [hu j] using norm_inner_le_norm (𝕜 := ℂ) (u j) z
    exact mul_le_mul (h i j hij) hz (norm_nonneg _) ((norm_nonneg _).trans (h i j hij))
  have hr : ∀ i, g i • u i ∈ LinearMap.range (ketBra (u i)) := fun i =>
    ⟨g i • u i, by
      change inner ℂ (u i) (g i • u i) • u i = g i • u i
      rw [inner_smul_right, inner_self_eq_norm_sq_to_K, hu i]
      simp⟩
  have hz := ranges_independent (fun i => ketBra_isProjector (hu i)) hb hc _ hr hg i
  have hn : u i ≠ 0 := fun h0 => by simpa [h0] using hu i
  exact (smul_eq_zero.mp hz).resolve_right hn

/-- The three trine states `(1, 0)`, `(-1/2, √3/2)` and `(-1/2, -√3/2)` of a two-level system. -/
def trine (i : Fin 3) : EuclideanSpace ℂ (Fin 2) :=
  !₂[((![1, -1/2, -1/2] i : ℝ) : ℂ), ((![0, √3/2, -(√3/2)] i : ℝ) : ℂ)]

/-- The trine states are normalised and have pairwise overlaps of modulus `1/2`, and they are
linearly dependent. -/
theorem trine_sharp : (∀ i, ‖trine i‖ = 1) ∧
    (∀ i j, i ≠ j → ‖inner ℂ (trine i) (trine j)‖ = 1 / 2) ∧ ¬ LinearIndependent ℂ trine := by
  have h3 : √3 * √3 = (3 : ℝ) := Real.mul_self_sqrt (by norm_num)
  have hin : ∀ a b c d : ℝ, inner ℂ (!₂[(a : ℂ), (b : ℂ)] : EuclideanSpace ℂ (Fin 2))
      !₂[(c : ℂ), (d : ℂ)] = ((a * c + b * d : ℝ) : ℂ) := by
    intro a b c d
    simp [PiLp.inner_apply, Fin.sum_univ_two, mul_comm]
  have hr : ∀ i j : Fin 3, (![1, -1/2, -1/2] i : ℝ) * ![1, -1/2, -1/2] j
      + ![0, √3/2, -(√3/2)] i * ![0, √3/2, -(√3/2)] j = if i = j then 1 else -1/2 := by
    intro i j
    fin_cases i <;> fin_cases j <;> simp <;> nlinarith [h3]
  have hg : ∀ i j, inner ℂ (trine i) (trine j) = ((if i = j then 1 else -1/2 : ℝ) : ℂ) := by
    intro i j
    rw [← hr i j]
    exact hin _ _ _ _
  refine ⟨fun i => ?_, fun i j hij => ?_, fun hl => ?_⟩
  · have h1 : (inner ℂ (trine i) (trine i)).re = ‖trine i‖ ^ 2 :=
      inner_self_eq_norm_sq (𝕜 := ℂ) (trine i)
    rw [hg, if_pos rfl, Complex.ofReal_re] at h1
    nlinarith [norm_nonneg (trine i)]
  · rw [hg, if_neg hij, Complex.norm_real, Real.norm_eq_abs, abs_of_neg (by norm_num)]
    norm_num
  · -- three vectors cannot be independent in two dimensions
    have hd := hl.fintype_card_le_finrank
    rw [finrank_euclideanSpace_fin, Fintype.card_fin] at hd
    omega

end

end AlmostOrthogonalProjectors
```

```lean
#print axioms AlmostOrthogonalProjectors.ranges_independent
#print axioms AlmostOrthogonalProjectors.independent_and_trace_sum_le
#print axioms AlmostOrthogonalProjectors.states_linearIndependent
#print axioms AlmostOrthogonalProjectors.trine_sharp
```

```
'AlmostOrthogonalProjectors.ranges_independent' depends on axioms: [propext, Classical.choice, Quot.sound]
'AlmostOrthogonalProjectors.independent_and_trace_sum_le' depends on axioms: [propext, Classical.choice, Quot.sound]
'AlmostOrthogonalProjectors.states_linearIndependent' depends on axioms: [propext, Classical.choice, Quot.sound]
'AlmostOrthogonalProjectors.trine_sharp' depends on axioms: [propext, Classical.choice, Quot.sound]
```

## Subspaces that overlap only a little

Subspaces that are exactly orthogonal are independent, and their dimensions sum to at most the dimension of the whole space. The question is how much overlap between them these two facts tolerate.

The overlap is measured by the bound $\|P_iP_jz\|\le c\|z\|$ for $i\ne j$. Physically, a normalised state that lies in the range of $P_j$ passes a test for the range of $P_i$ with probability at most $c^2$. The condition $(m-1)c<1$ says that the overlaps of one subspace with all the others, each counted as $c$, add up to less than one. With ten subspaces it requires $c<1/9$.

In electronic structure, the special case of rank-one projectors concerns a finite set of non-orthogonal one-electron orbitals: if they are normalised and all pairwise overlaps have modulus at most $c$ with $(m-1)c<1$, the set has no linear dependence. The condition is sufficient only, and many useful orbital sets violate it.

## Projectors as linear maps

The space `E` is a complex inner product space, with the inner product conjugate-linear in its first argument, as in Dirac notation. The finite type `ι` labels the projectors, so $m$ is `Fintype.card ι`. `IsProjector P` says that $P$ is symmetric, $\langle Px,y\rangle=\langle x,Py\rangle$, and that $P(Px)=Px$. This is what "orthogonal projector" means here; different projectors need not be orthogonal to each other.

The main theorem, `independent_and_trace_sum_le`, takes `E` finite-dimensional and has two conclusions:

- If one vector $x_i$ is taken from each range and $\sum_i x_i=0$, then every $x_i$ is zero. This is linear independence of subspaces.
- The traces sum to at most `finrank ℂ E`, the dimension $n$. The trace is a complex number in Lean, so the inequality is written for its real part. Nothing is lost, since each trace is a whole number.

The first conclusion is also proved separately as `ranges_independent`, without the assumption of finite dimension. There is no hypothesis $c\ge0$. If two different labels exist, a negative $c$ is possible only in the zero space; with fewer labels, the product bound says nothing.

A Hermitian idempotent $n\times n$ matrix acts as such a map on $\mathbb C^n$ with the Euclidean norm. The step left to the user is the one from a computed matrix, which is idempotent only up to rounding, to an exact projector.

## From pairwise overlaps to the length of a sum

Let $x$ lie in the range of $P$ and $y$ in the range of $Q$, where $P$ and $Q$ are two of the projectors. Then $Px=x$ and $Qy=y$, which is `IsProjector.apply_of_mem`. Moving $P$ from the bra to the ket and using the Cauchy–Schwarz inequality gives

$$|\langle x,y\rangle|=|\langle Px,Qy\rangle|=|\langle x,PQy\rangle|\le\|x\|\,\|PQy\|\le c\,\|x\|\,\|y\|.$$

This is `overlap_le`, and its `calc` block has the same steps.

Now take $x_i$ in the range of $P_i$ and write $S=\sum_i\|x_i\|^2$. For $c\ge0$, the inequality $2\|x_i\|\|x_j\|\le\|x_i\|^2+\|x_j\|^2$ gives

$$\Big\|\sum_i x_i\Big\|^2=S+\sum_{i\ne j}\mathrm{Re}\,\langle x_i,x_j\rangle\ \ge\ S-\frac c2\sum_{i\neq j}\big(\|x_i\|^2+\|x_j\|^2\big).$$

In the last sum over ordered pairs, each $\|x_i\|^2$ occurs $2(m-1)$ times. Hence

$$\Big\|\sum_i x_i\Big\|^2\ge\big(1-(m-1)c\big)\,S,$$

which is `norm_sq_sum_ge`. The Lean proof sums over all pairs, diagonal included. Its step `key` bounds each entry $\mathrm{Re}\,\langle x_i,x_j\rangle$ from below by $-\frac c2(\|x_i\|^2+\|x_j\|^2)$, with an extra $(1+c)\|x_i\|^2$ when $i=j$, so that the diagonal bound is an equality. The step `total` adds these bounds to $(1+c)S-mcS$, the same result as above, and `expand` writes the squared norm as the double sum. For negative $c$, `key` uses that the product bound for a pair $i\ne j$ makes all norms zero; with fewer than two labels there is no such pair, and the two sides of the estimate are equal.

If $\sum_i x_i=0$, the estimate reads $(1-(m-1)c)S\le0$. The bracket is positive, so $S\le0$. Since $S$ is a sum of squares, every $x_i$ vanishes. This is the argument of `ranges_independent`.

## Counting dimensions with traces

Choose an orthonormal basis adapted to the range of a projector $P$ and its orthogonal complement. In it $P$ is diagonal, with a one for each basis vector of the range and zeros elsewhere, so $\mathrm{tr}\,P=\mathrm{rank}\,P$. The lemma `trace_eq_rank` gets this from a Mathlib result on projections onto a subspace.

Consider next the linear map $f$ that takes one vector from each range and returns their sum. By independence only the zero tuple is sent to zero, so $f$ is injective, and the dimension of its domain is at most $n$. That dimension is the sum of the ranks, which gives

$$\sum_i\mathrm{tr}\,P_i=\sum_i\mathrm{rank}\,P_i\le n.$$

In Lean, `inj` is the injectivity of `f`, `hd` is the comparison of dimensions, and the last lines replace each trace by its rank.

## Normalised states, with three of them in numbers

`ketBra u` is the operator $|u\rangle\langle u|$, and `ketBra_isProjector` shows that it is a projector if $\|u\|=1$. For normalised states $u_i$ with $|\langle u_i,u_j\rangle|\le c$ for $i\ne j$,

$$\|P_iP_jz\|=|\langle u_i,u_j\rangle|\,|\langle u_j,z\rangle|\le c\|z\|.$$

If $\sum_i g_iu_i=0$ with complex coefficients $g_i$, then the vectors $x_i=g_iu_i$ lie in the ranges and sum to zero. So $g_iu_i=0$, and $g_i=0$ because $u_i\ne0$. This is `states_linearIndependent`, which holds in any dimension.

As an example, take

$$u_1=(1,0,0),\quad u_2=(0.28,\,0.96,\,0),\quad u_3=(0.28,\,0,\,0.96).$$

All three are normalised, since $0.28^2+0.96^2=1$. The overlaps are $0.28$, $0.28$ and $0.0784$, so $c=0.28$ and $(m-1)c=0.56<1$. The states are therefore independent, and the three traces sum to $3$, the full dimension. For the combination $-u_1+u_2+u_3=(-0.44,\,0.96,\,0.96)$ the squared norm is $2.0368$, above the guaranteed $0.44\cdot3=1.32$.

## Where independence is lost

The trine states $(1,0)$, $(-\tfrac12,\tfrac{\sqrt3}2)$ and $(-\tfrac12,-\tfrac{\sqrt3}2)$ have pairwise overlaps $-\tfrac12$. With $m=3$ and $c=\tfrac12$ this gives $(m-1)c=1$, and the three vectors sum to zero. The condition $(m-1)c<1$ therefore can't be weakened to $(m-1)c\le1$. The theorem `trine_sharp` records the norms, the moduli of the overlaps and the linear dependence. Its proof computes the table of inner products in `hr` and `hg`, and gets the dependence from the fact that three vectors in a two-dimensional space are never independent.

Idempotence matters as well. On $\mathbb C^1$, let $P_1$ and $P_2$ both be multiplication by $0.6$. They are Hermitian, and $\|P_1P_2z\|=0.36\,\|z\|$, so $(m-1)c=0.36<1$. Yet both ranges are the whole space, and the traces sum to $1.2>1$. Without idempotence, both conclusions can fail.
